# The Dual-Basis Correction Is Never Positive Under Aufbau Filling

A dual-basis Hartree–Fock calculation converges the density in a small basis, expresses it in a large one, builds a single Fock matrix there and diagonalises it once. The energy is then corrected by $\mathrm{tr}(FD)$, where $F$ is that Fock matrix and $D$ is the change of density on filling its lowest orbitals. In a finite, real, orthonormal large basis this correction is the first-order part of the energy change. It is at most zero if the starting density, expressed in the large basis, is still an orthogonal projector with as many occupied orbitals as are filled after the diagonalisation.

## Energy expansion and sign of the correction

Let $P$ be the starting density, a symmetric matrix with $P^2=P$ and $\mathrm{tr}\,P=k$. With one-electron matrix $h$ and linear two-electron map $G$, put

$$E(P)=\mathrm{tr}(hP)+\tfrac12\mathrm{tr}(P\,G(P)),\qquad F=h+G(P).$$

Assume $\mathrm{tr}(A\,G(B))=\mathrm{tr}(B\,G(A))$ for symmetric $A,B$. In Hartree–Fock theory this expresses the permutation symmetry of the two-electron integrals. For symmetric $D$, linearity gives

$$E(P+D)=E(P)+\mathrm{tr}(hD)+\tfrac12\left[\mathrm{tr}(P\,G(D))+\mathrm{tr}(D\,G(P))\right]+\tfrac12\mathrm{tr}(D\,G(D)).$$

The two terms in brackets are equal, so

$$E(P+D)=E(P)+\mathrm{tr}(FD)+\tfrac12\mathrm{tr}(D\,G(D)).$$

For the sign, write $F=U\,\mathrm{diag}(\varepsilon)\,U^T$ with $U$ orthogonal. Let $S$ be a set of $k$ occupied orbitals, each at least $\Delta\ge0$ below every empty one. Set $o_i=1$ for $i\in S$ and $o_i=0$ otherwise, so that $Q=P+D=U\,\mathrm{diag}(o)\,U^T$.

In this eigenbasis the old density is $R=U^TPU$, again a symmetric idempotent of trace $k$. Its occupations $q_i=R_{ii}$ satisfy $q_i=\sum_jR_{ij}^2\ge q_i^2$, hence $0\le q_i\le1$, and $\sum_iq_i=k$.

Choose $\mu$ with $\varepsilon_i\le\mu$ on $S$ and $\varepsilon_i\ge\mu+\Delta$ off $S$. Then $\varepsilon_i(1-q_i)\le\mu(1-q_i)$ on $S$, and $-\varepsilon_iq_i\le-(\mu+\Delta)q_i$ off $S$. In the sum the $\mu$ terms cancel, because both densities hold $k$ electrons:

$$\mathrm{tr}(FD)=\sum_i\varepsilon_i(o_i-q_i)\le-\Delta\sum_{i\notin S}q_i.$$

Moreover,

$$\mathrm{tr}(D^2)=\mathrm{tr}\,Q+\mathrm{tr}\,P-2\,\mathrm{tr}(QP)=2k-2\sum_{i\in S}q_i=2\sum_{i\notin S}q_i.$$

Therefore $\mathrm{tr}(FD)\le-\frac{\Delta}{2}\mathrm{tr}(D^2)$, and $\Delta=0$ already gives $\mathrm{tr}(FD)\le0$.

Two consequences follow for $\Delta>0$. Since $\mathrm{tr}(D^2)=\sum_{ij}D_{ij}^2$, the correction vanishes only if $D=0$. If also $|\mathrm{tr}(X\,G(X))|\le K\,\mathrm{tr}(X^2)$ for all symmetric $X$, with $K\ge0$ measuring the strength of the two-electron interaction, then

$$\left|\tfrac12\mathrm{tr}(D\,G(D))\right|\le\tfrac K2\mathrm{tr}(D^2)\le\frac K\Delta|\mathrm{tr}(FD)|.$$

## Densities, energies and the Fock matrix in Lean

The finite type `n` labels the large-basis functions. Real matrices indexed by it represent operators, and no overlap matrix appears because the basis is orthonormal.

```lean
import Mathlib

open Matrix

namespace DualBasisCorrection

noncomputable section

variable {n : Type*} [Fintype n]

/-- The self-consistent-field energy `E(P) = tr(hP) + tr(P G(P))/2`. -/
def energy (h : Matrix n n ℝ) (G : Matrix n n ℝ →ₗ[ℝ] Matrix n n ℝ) (P : Matrix n n ℝ) : ℝ :=
  trace (h * P) + trace (P * G P) / 2

/-- The Fock matrix `F = h + G(P)` built from the density `P`. -/
def fock (h : Matrix n n ℝ) (G : Matrix n n ℝ →ₗ[ℝ] Matrix n n ℝ) (P : Matrix n n ℝ) :
    Matrix n n ℝ :=
  h + G P

/-- The dual-basis correction `tr(F D)`, with `F` built from the density `P`. -/
def correction (h : Matrix n n ℝ) (G : Matrix n n ℝ →ₗ[ℝ] Matrix n n ℝ)
    (P D : Matrix n n ℝ) : ℝ :=
  trace (fock h G P * D)
```

The type of `G` makes it linear, which excludes a general exchange–correlation functional. Its trace symmetry is a separate hypothesis, required only on symmetric matrices.

```lean
/-- The two-electron map is self-adjoint for the trace form on symmetric matrices. -/
def TraceSelfAdjoint (G : Matrix n n ℝ →ₗ[ℝ] Matrix n n ℝ) : Prop :=
  ∀ A B : Matrix n n ℝ, A.IsSymm → B.IsSymm → trace (A * G B) = trace (B * G A)
```

`IsProjector k P` describes $k$ singly occupied spin orbitals. A closed-shell calculation fits after the spin factors are absorbed into `h` and `G`. A small-basis density that loses idempotency when projected into the large basis does not satisfy `IsProjector`; re-orthonormalising the projected occupied orbitals restores it, provided they are still linearly independent.

```lean
/-- `P` is an orthogonal projector of trace `k`: the density of `k` occupied orbitals. -/
structure IsProjector (k : ℕ) (P : Matrix n n ℝ) : Prop where
  isSymm : P.IsSymm
  idem : P * P = P
  trace_eq : trace P = k
```

## Aufbau filling with a gap

`IsAufbau F k Δ Q` supplies the orthogonal matrix, the levels and the occupied set used above. With `Δ = 0` it allows degeneracy at the boundary between occupied and empty levels; a positive `Δ` is a lower bound on the gap between them.

```lean
variable [DecidableEq n]

/-- Occupation numbers: one on the set `S` of occupied orbitals, zero elsewhere. -/
def occ (S : Finset n) (i : n) : ℝ := if i ∈ S then 1 else 0

/-- `Q` projects on `k` eigenvectors of `F` whose levels lie at least `Δ` below all others. -/
def IsAufbau (F : Matrix n n ℝ) (k : ℕ) (Δ : ℝ) (Q : Matrix n n ℝ) : Prop :=
  ∃ (U : Matrix n n ℝ) (ε : n → ℝ) (S : Finset n), Uᵀ * U = 1 ∧
    F = U * diagonal ε * Uᵀ ∧ S.card = k ∧ (∀ i ∈ S, ∀ j, j ∉ S → ε i + Δ ≤ ε j) ∧
    Q = U * diagonal (occ S) * Uᵀ
```

## The expansion and the occupation bounds

`trace_sq` turns $\mathrm{tr}(X^2)$ into a sum of squares. In `energy_add`, `simp` expands the energy, and `linear_combination` joins the cross terms using the symmetry of `G` and the cyclic property of the trace.

```lean
omit [DecidableEq n] in
/-- For a symmetric matrix, `tr(X²)` is the sum of the squares of its entries. -/
theorem trace_sq {X : Matrix n n ℝ} (hX : X.IsSymm) :
    trace (X * X) = ∑ i, ∑ j, X i j ^ 2 := by
  simp only [Matrix.trace, Matrix.diag_apply, Matrix.mul_apply]
  refine Finset.sum_congr rfl fun i _ => Finset.sum_congr rfl fun j _ => ?_
  rw [hX.apply i j]
  ring

omit [DecidableEq n] in
/-- The energy at `P + D` is the energy at `P`, plus the dual-basis correction, plus
`tr(D G(D))/2`. -/
theorem energy_add (h : Matrix n n ℝ) {G : Matrix n n ℝ →ₗ[ℝ] Matrix n n ℝ}
    (hG : TraceSelfAdjoint G) {P D : Matrix n n ℝ} (hP : P.IsSymm) (hD : D.IsSymm) :
    energy h G (P + D) = energy h G P + correction h G P D + trace (D * G D) / 2 := by
  have h1 := hG P D hP hD
  have h2 := Matrix.trace_mul_comm (G P) D
  simp only [energy, correction, fock, map_add, Matrix.mul_add, Matrix.add_mul,
    Matrix.trace_add]
  linear_combination h1 / 2 - h2
```

`projector_diag` proves $0\le q_i\le1$ from the row sum of squares. The two auxiliary lemmas after it count the occupied orbitals and evaluate a trace in an eigenbasis.

```lean
omit [DecidableEq n] in
/-- The diagonal entries of an orthogonal projector lie between zero and one. -/
theorem projector_diag {R : Matrix n n ℝ} (hs : R.IsSymm) (hi : R * R = R) (i : n) :
    0 ≤ R i i ∧ R i i ≤ 1 := by
  have h1 : R i i = ∑ j, R i j ^ 2 := by
    calc R i i = (R * R) i i := by rw [hi]
      _ = ∑ j, R i j ^ 2 := by
        rw [Matrix.mul_apply]
        refine Finset.sum_congr rfl fun j _ => ?_
        rw [hs.apply i j]
        ring
  have h2 : R i i ^ 2 ≤ ∑ j, R i j ^ 2 :=
    Finset.single_le_sum (f := fun j => R i j ^ 2) (fun j _ => sq_nonneg _) (Finset.mem_univ i)
  constructor <;> nlinarith [sq_nonneg (R i i)]

private theorem sum_occ (S : Finset n) : ∑ i, occ S i = (S.card : ℝ) := by
  simp [occ]

private theorem trace_spectral (U : Matrix n n ℝ) (d : n → ℝ) (P : Matrix n n ℝ) :
    trace (U * diagonal d * Uᵀ * P) = ∑ i, d i * (Uᵀ * P * U) i i := by
  have e : U * diagonal d * Uᵀ * P = U * (diagonal d * (Uᵀ * P)) := by
    simp only [Matrix.mul_assoc]
  rw [e, Matrix.trace_mul_comm, Matrix.mul_assoc]
  simp only [Matrix.trace, Matrix.diag_apply, Matrix.diagonal_mul]
```

## Comparing two fillings of the same levels

`filling_bound` carries out the argument with $\mu$. It takes the highest occupied level when $S$ is nonempty. When $S$ is empty it places $\mu$ a distance $\Delta$ below the lowest level, or at zero if there are no orbitals at all. The inequality `hpt` is the orbital-by-orbital estimate, which is then summed.

```lean
/-- Suppose each level in `S` plus `Δ` is at most every level outside `S`. Then the energy of
filling `S`, minus that of any filling `q` with occupations between zero and one and the same
particle number, is at most `-Δ` times the population that `q` puts outside `S`. -/
theorem filling_bound {ε q : n → ℝ} {S : Finset n} {Δ : ℝ}
    (hgap : ∀ i ∈ S, ∀ j, j ∉ S → ε i + Δ ≤ ε j) (hq : ∀ i, 0 ≤ q i ∧ q i ≤ 1)
    (hsum : ∑ i, q i = (S.card : ℝ)) :
    ∑ i, ε i * occ S i - ∑ i, ε i * q i ≤ -Δ * ∑ i, (1 - occ S i) * q i := by
  -- a level `μ` that separates occupied from empty orbitals
  obtain ⟨μ, h1, h2⟩ : ∃ μ : ℝ, (∀ i ∈ S, ε i ≤ μ) ∧ ∀ j, j ∉ S → μ + Δ ≤ ε j := by
    rcases S.eq_empty_or_nonempty with rfl | hne
    · rcases isEmpty_or_nonempty n with hn | hn
      · exact ⟨0, by simp, fun j => (hn.false j).elim⟩
      · obtain ⟨j0, -, hj⟩ := Finset.exists_min_image Finset.univ ε Finset.univ_nonempty
        exact ⟨ε j0 - Δ, by simp, fun j _ => by linarith [hj j (Finset.mem_univ j)]⟩
    · obtain ⟨i0, hi0, hi⟩ := S.exists_max_image ε hne
      exact ⟨ε i0, hi, fun j hj => hgap i0 hi0 j hj⟩
  have hpt : ∀ i, ε i * occ S i - ε i * q i
      ≤ μ * (occ S i - q i) - Δ * ((1 - occ S i) * q i) := by
    intro i
    by_cases hi : i ∈ S
    · simp only [occ, if_pos hi]
      nlinarith [mul_nonneg (sub_nonneg.2 (h1 i hi)) (sub_nonneg.2 (hq i).2)]
    · simp only [occ, if_neg hi]
      nlinarith [mul_nonneg (sub_nonneg.2 (h2 i hi)) (hq i).1]
  have hs := Finset.sum_le_sum (fun i (_ : i ∈ Finset.univ) => hpt i)
  simp only [Finset.sum_sub_distrib, ← Finset.mul_sum] at hs
  rw [sum_occ, hsum] at hs
  linarith
```

`aufbau_gap_bound` applies this to the diagonal of $U^TPU$. The facts `hRs`, `hRi` and `hRt` show that this matrix is a projector of trace $k$, and `hD` is the formula for $\mathrm{tr}(D^2)$.

```lean
/-- Replacing a projector `P` by the aufbau projector `Q` of `F` lowers `tr(F P)` by at least
half the gap times `tr((Q - P)²)`. -/
theorem aufbau_gap_bound {F P Q : Matrix n n ℝ} {k : ℕ} {Δ : ℝ} (hP : IsProjector k P)
    (hA : IsAufbau F k Δ Q) :
    trace (F * (Q - P)) ≤ -(Δ / 2) * trace ((Q - P) * (Q - P)) := by
  obtain ⟨U, ε, S, hU, hF, hS, hgap, hQ⟩ := hA
  have hU' : U * Uᵀ = 1 := mul_eq_one_comm.mp hU
  -- in the eigenbasis of `F`, `P` is still a projector of trace `k`
  have hRs : (Uᵀ * P * U).IsSymm := by
    unfold Matrix.IsSymm
    rw [Matrix.transpose_mul, Matrix.transpose_mul, Matrix.transpose_transpose, hP.isSymm.eq,
      Matrix.mul_assoc]
  have hRi : (Uᵀ * P * U) * (Uᵀ * P * U) = Uᵀ * P * U := by
    calc (Uᵀ * P * U) * (Uᵀ * P * U) = Uᵀ * P * (U * Uᵀ) * (P * U) := by
          simp only [Matrix.mul_assoc]
      _ = Uᵀ * (P * P) * U := by
          rw [hU', Matrix.mul_one]
          simp only [Matrix.mul_assoc]
      _ = Uᵀ * P * U := by rw [hP.idem]
  have hRt : trace (Uᵀ * P * U) = k := by
    rw [Matrix.trace_mul_comm, ← Matrix.mul_assoc, hU', Matrix.one_mul, hP.trace_eq]
  have hsum : ∑ i, (Uᵀ * P * U) i i = (k : ℝ) := hRt
  have hQd : Uᵀ * Q * U = diagonal (occ S) := by
    calc Uᵀ * Q * U = (Uᵀ * U) * diagonal (occ S) * (Uᵀ * U) := by
          rw [hQ]
          simp only [Matrix.mul_assoc]
      _ = diagonal (occ S) := by rw [hU, Matrix.one_mul, Matrix.mul_one]
  have hFQ := trace_spectral U ε Q
  rw [← hF, hQd] at hFQ
  simp only [Matrix.diagonal_apply_eq] at hFQ
  have hFP := trace_spectral U ε P
  rw [← hF] at hFP
  have hQP := trace_spectral U (occ S) P
  rw [← hQ] at hQP
  have hQQ := trace_spectral U (occ S) Q
  rw [← hQ, hQd] at hQQ
  have hoo : ∀ i, occ S i * occ S i = occ S i := by
    intro i
    unfold occ
    split_ifs <;> norm_num
  simp only [Matrix.diagonal_apply_eq, hoo] at hQQ
  rw [sum_occ, hS] at hQQ
  -- `tr((Q - P)²)` is twice the population of `P` in the empty levels
  have hD : trace ((Q - P) * (Q - P)) = 2 * ∑ i, (1 - occ S i) * (Uᵀ * P * U) i i := by
    have e : (Q - P) * (Q - P) = Q * Q - Q * P - P * Q + P * P := by noncomm_ring
    rw [e, Matrix.trace_add, Matrix.trace_sub, Matrix.trace_sub, Matrix.trace_mul_comm P Q,
      hP.idem, hP.trace_eq, hQQ, hQP]
    simp only [sub_mul, one_mul, Finset.sum_sub_distrib]
    rw [hsum]
    ring
  have hfill := filling_bound hgap (projector_diag hRs hRi) (by rw [hsum, hS])
  rw [Matrix.mul_sub, Matrix.trace_sub, hFQ, hFP, hD]
  linarith
```

## Sign, vanishing and error of the correction

The change `D` need not be assumed symmetric, since it is the difference of two symmetric densities. The main theorem combines the expansion with the gap bound at `Δ = 0`. It and the two results after it assume that `P` is a projector of trace `k` and that `P + D` is an aufbau projector of the Fock matrix of `P`. The two that involve the energy expansion also assume `TraceSelfAdjoint G`.

```lean
private theorem aufbau_isSymm {F Q : Matrix n n ℝ} {k : ℕ} {Δ : ℝ} (hA : IsAufbau F k Δ Q) :
    Q.IsSymm := by
  obtain ⟨U, ε, S, -, -, -, -, hQ⟩ := hA
  rw [hQ]
  unfold Matrix.IsSymm
  simp only [Matrix.transpose_mul, Matrix.transpose_transpose, Matrix.diagonal_transpose,
    Matrix.mul_assoc]

private theorem change_isSymm {F P D : Matrix n n ℝ} {k : ℕ} {Δ : ℝ} (hP : IsProjector k P)
    (hA : IsAufbau F k Δ (P + D)) : D.IsSymm := by
  have h := (aufbau_isSymm hA).sub hP.isSymm
  rwa [add_sub_cancel_left] at h

/-- If `P + D` fills `k` lowest eigenvectors of the Fock matrix of `P`, the energy is
`E(P) + tr(F D) + tr(D G(D))/2`, and the dual-basis correction `tr(F D)` is at most zero. -/
theorem dual_basis_correction (h : Matrix n n ℝ) {G : Matrix n n ℝ →ₗ[ℝ] Matrix n n ℝ}
    (hG : TraceSelfAdjoint G) {P D : Matrix n n ℝ} {k : ℕ} (hP : IsProjector k P)
    (hA : IsAufbau (fock h G P) k 0 (P + D)) :
    energy h G (P + D) = energy h G P + correction h G P D + trace (D * G D) / 2 ∧
      correction h G P D ≤ 0 := by
  refine ⟨energy_add h hG hP.isSymm (change_isSymm hP hA), ?_⟩
  have hb := aufbau_gap_bound hP hA
  rw [add_sub_cancel_left] at hb
  unfold correction
  linarith
```

With a positive gap, a zero correction forces the sum of squares of the entries of `D` to vanish; the converse is immediate.

```lean
/-- With a positive gap, the dual-basis correction vanishes exactly when the density does not
change. -/
theorem correction_eq_zero_iff (h : Matrix n n ℝ) (G : Matrix n n ℝ →ₗ[ℝ] Matrix n n ℝ)
    {P D : Matrix n n ℝ} {k : ℕ} {Δ : ℝ} (hΔ : 0 < Δ) (hP : IsProjector k P)
    (hA : IsAufbau (fock h G P) k Δ (P + D)) :
    correction h G P D = 0 ↔ D = 0 := by
  constructor
  · intro h0
    have hb := aufbau_gap_bound hP hA
    rw [add_sub_cancel_left] at hb
    unfold correction at h0
    rw [h0, trace_sq (change_isSymm hP hA)] at hb
    have hle : ∑ i, ∑ j, D i j ^ 2 ≤ 0 := by
      by_contra hc
      nlinarith [mul_pos hΔ (not_le.mp hc)]
    -- a sum of squares that is not positive has only zero terms
    ext i j
    have h1 : ∑ j, D i j ^ 2 ≤ ∑ i, ∑ j, D i j ^ 2 :=
      Finset.single_le_sum (f := fun i => ∑ j, D i j ^ 2)
        (fun i _ => Finset.sum_nonneg fun j _ => sq_nonneg _) (Finset.mem_univ i)
    have h2 : D i j ^ 2 ≤ ∑ j, D i j ^ 2 :=
      Finset.single_le_sum (f := fun j => D i j ^ 2) (fun j _ => sq_nonneg _)
        (Finset.mem_univ j)
    have h3 : D i j ^ 2 = 0 := le_antisymm (by linarith) (sq_nonneg _)
    simpa using h3
  · rintro rfl
    simp [correction]
```

The error estimate combines the bound on `G` with the gap bound. Its reference is $E(P+D)$, the energy after one diagonalisation, and not the converged large-basis energy.

```lean
/-- If the two-electron map is bounded by `K` and the gap is at least `Δ`, the dual-basis energy
differs from `E(P + D)` by at most `K/Δ` times the size of the correction. -/
theorem dual_basis_error (h : Matrix n n ℝ) {G : Matrix n n ℝ →ₗ[ℝ] Matrix n n ℝ}
    (hG : TraceSelfAdjoint G) {P D : Matrix n n ℝ} {k : ℕ} {Δ K : ℝ} (hΔ : 0 < Δ) (hK : 0 ≤ K)
    (hGK : ∀ X : Matrix n n ℝ, X.IsSymm → |trace (X * G X)| ≤ K * trace (X * X))
    (hP : IsProjector k P) (hA : IsAufbau (fock h G P) k Δ (P + D)) :
    |energy h G (P + D) - (energy h G P + correction h G P D)|
      ≤ K / Δ * |correction h G P D| := by
  have hD := change_isSymm hP hA
  have hb := aufbau_gap_bound hP hA
  rw [add_sub_cancel_left] at hb
  change correction h G P D ≤ _ at hb
  have habs := neg_le_abs (correction h G P D)
  have e : energy h G (P + D) - (energy h G P + correction h G P D)
      = trace (D * G D) / 2 := by
    rw [energy_add h hG hP.isSymm hD]
    ring
  rw [e, abs_div, abs_of_pos (by norm_num : (0 : ℝ) < 2), div_mul_eq_mul_div,
    le_div_iff₀ hΔ]
  have h1 := mul_le_mul_of_nonneg_right (hGK D hD) hΔ.le
  have h2 : Δ / 2 * trace (D * D) ≤ |correction h G P D| := by linarith
  have h3 := mul_le_mul_of_nonneg_left h2 hK
  linarith
```

## A negative correction with a rising energy

From $\mathrm{tr}(FD)\le0$ one may wrongly conclude that the diagonalisation lowers the energy. The second-order term can outweigh the correction, as an artificial two-orbital model shows.

Take $h=\mathrm{diag}(0,\tfrac12)$, $G(X)=X$ and $P=\mathrm{diag}(1,0)$. Then $F=\mathrm{diag}(1,\tfrac12)$, so the occupation moves to the second orbital and $D=\mathrm{diag}(-1,1)$. The correction is $-\tfrac12$, but the energy rises from $\tfrac12$ to $1$. The dual-basis energy is $0$, so its error is $1$, which equals the bound $(K/\Delta)\,|\mathrm{tr}(FD)|$ for $K=1$ and $\Delta=\tfrac12$.

This is not a single electron in Hartree–Fock theory, where self-repulsion cancels. The same numbers do arise for a closed-shell pair of electrons on two uncoupled sites with energies $0$ and $\tfrac14$ and on-site repulsion $\tfrac12$, once the spin factors are absorbed: the two-electron map then keeps twice the repulsion times the diagonal of $X$, which is $X$ itself for the diagonal matrices used here.

The Lean proof obtains the two conditions on `G` from the cyclic property of the trace and from `trace_sq`. It checks the densities and the three energy values by explicit computation, with the identity matrix as `U` and `{1}` as the occupied set; `Fin 2` numbers the orbitals 0 and 1.

```lean
/-- For `G(X) = X`, `h = diag(0, 1/2)`, `P = diag(1, 0)` and `D = diag(-1, 1)`, the conditions on
`G`, `P` and `P + D` in `dual_basis_error` hold with `k = 1`, `K = 1` and `Δ = 1/2`; the correction
is `-1/2`, while the energy rises from `1/2` to `1`. -/
theorem dual_basis_witness :
    let h : Matrix (Fin 2) (Fin 2) ℝ := !![0, 0; 0, 1 / 2]
    let G : Matrix (Fin 2) (Fin 2) ℝ →ₗ[ℝ] Matrix (Fin 2) (Fin 2) ℝ := LinearMap.id
    let P : Matrix (Fin 2) (Fin 2) ℝ := !![1, 0; 0, 0]
    let D : Matrix (Fin 2) (Fin 2) ℝ := !![-1, 0; 0, 1]
    TraceSelfAdjoint G ∧
      (∀ X : Matrix (Fin 2) (Fin 2) ℝ, X.IsSymm → |trace (X * G X)| ≤ 1 * trace (X * X)) ∧
      IsProjector 1 P ∧ IsAufbau (fock h G P) 1 (1 / 2) (P + D) ∧
      correction h G P D = -1 / 2 ∧ energy h G P = 1 / 2 ∧ energy h G (P + D) = 1 := by
  intro h G P D
  refine ⟨fun A B _ _ => Matrix.trace_mul_comm A B, ?_, ⟨?_, ?_, ?_⟩, ?_, ?_, ?_, ?_⟩
  · intro X hX
    have h0 : 0 ≤ trace (X * X) := by
      rw [trace_sq hX]
      positivity
    change |trace (X * X)| ≤ 1 * trace (X * X)
    rw [abs_of_nonneg h0, one_mul]
  · unfold Matrix.IsSymm
    ext i j
    fin_cases i <;> fin_cases j <;> simp [P]
  · ext i j
    fin_cases i <;> fin_cases j <;> simp [P, Matrix.mul_apply, Fin.sum_univ_succ]
  · simp [P, Matrix.trace_fin_two]
  · -- the Fock matrix is `diag(1, 1/2)`, so the second orbital is filled
    refine ⟨1, ![1, 1 / 2], {1}, by simp, ?_, by simp, ?_, ?_⟩
    · ext i j
      fin_cases i <;> fin_cases j <;> simp [fock, h, G, P]
    · intro i hi j hj
      have hi' : i = 1 := by simpa using hi
      subst hi'
      fin_cases j
      · norm_num
      · simp at hj
    · ext i j
      fin_cases i <;> fin_cases j <;> simp [P, D, occ]
  · norm_num [correction, fock, h, G, P, D, Matrix.trace_fin_two, Matrix.mul_apply,
      Fin.sum_univ_succ]
  · norm_num [energy, h, G, P, Matrix.trace_fin_two, Matrix.mul_apply, Fin.sum_univ_succ]
  · norm_num [energy, h, G, P, D, Matrix.trace_fin_two, Matrix.mul_apply, Fin.sum_univ_succ]

end

end DualBasisCorrection
```

```lean
#print axioms DualBasisCorrection.dual_basis_correction
#print axioms DualBasisCorrection.correction_eq_zero_iff
#print axioms DualBasisCorrection.dual_basis_error
```

```
'DualBasisCorrection.dual_basis_correction' depends on axioms: [propext, Classical.choice, Quot.sound]
'DualBasisCorrection.correction_eq_zero_iff' depends on axioms: [propext, Classical.choice, Quot.sound]
'DualBasisCorrection.dual_basis_error' depends on axioms: [propext, Classical.choice, Quot.sound]
```
